# For hg > 0, the two-step midpoint rule for y′ = −g y is bounded exactly when y(1) = (√(1 + h²g²) − hg) y(0)

Let y be a velocity component that decays under linear friction,

y′ = −g y,

where g is the friction rate, often written γ. A time step h turns this into a sequence y(0), y(1), y(2), …, and the explicit midpoint rule computes it from

y(n+2) = y(n) + 2h f(y(n+1)), with f(v) = −g v.

The name here means the two-step rule, also called leapfrog, and not the two-stage Runge–Kutta method that shares it. In molecular dynamics, leapfrog usually names a different scheme, with positions and velocities at staggered times. The rule needs two starting values, while the differential equation needs one. The question is which choices of y(1) keep the sequence bounded, as the decaying exact solution is for t ≥ 0.

Write a = hg, which is dimensionless, and

p = √(1 + a²) − a,  q = −√(1 + a²) − a.

These are the physical root p and the parasitic root q. In Lean they are `physicalRoot (h * g)` and `parasiticRoot (h * g)`.

```lean
import Mathlib

open Real

namespace MidpointFriction

noncomputable section
```

The predicate `IsMidpointOrbit f h y` says that the real sequence `y` obeys the rule at every index, for a force per unit mass `f` that depends on y alone.

```lean
/-- The explicit midpoint rule with time step `h` for the equation of motion `y' = f y`:
each new value is reached from the last but one, with the slope taken at the value between. -/
def IsMidpointOrbit (f : ℝ → ℝ) (h : ℝ) (y : ℕ → ℝ) : Prop :=
  ∀ n, y (n + 2) = y n + 2 * h * f (y (n + 1))

/-- Linear friction with rate `g`: the right-hand side of `y' = -g y`. -/
def friction (g v : ℝ) : ℝ := -g * v

/-- The physical root of the scheme, as a function of `a = h g`. -/
def physicalRoot (a : ℝ) : ℝ := √(1 + a ^ 2) - a

/-- The parasitic root of the scheme, as a function of `a = h g`. -/
def parasiticRoot (a : ℝ) : ℝ := -√(1 + a ^ 2) - a
```

## Two geometric solutions for every value of hg

The roots need no hypothesis on the sign of a. Inserting y(n) = rⁿ into the rule at n = 0 gives

r² + 2a r − 1 = 0,

whose solutions are p and q. Their sum and product are

p + q = −2a,
p q = −(√(1 + a²) − a)(√(1 + a²) + a) = −(1 + a² − a²) = −1.

```lean
/-- The two roots have sum `-2a` and product `-1`. -/
theorem roots_sum_prod (a : ℝ) :
    physicalRoot a + parasiticRoot a = -2 * a ∧
      physicalRoot a * parasiticRoot a = -1 := by
  have hs : √(1 + a ^ 2) ^ 2 = 1 + a ^ 2 := Real.sq_sqrt (by positivity)
  unfold physicalRoot parasiticRoot
  constructor
  · ring
  · linear_combination -hs
```

Conversely, if r solves the quadratic, multiplying it by rⁿ gives the rule at every n. The next theorem states both directions: rⁿ is a solution exactly when r is p or q. Its proof writes the quadratic as (r − p)(r − q) = 0, using the sum and product, and reads off the two cases.

```lean
/-- A geometric sequence `r ^ n` solves the midpoint rule for friction exactly when `r` is
the physical or the parasitic root. -/
theorem geometric_orbit_iff (h g r : ℝ) :
    IsMidpointOrbit (friction g) h (fun n => r ^ n) ↔
      r = physicalRoot (h * g) ∨ r = parasiticRoot (h * g) := by
  obtain ⟨hs, hp⟩ := roots_sum_prod (h * g)
  constructor
  · intro H
    have h0 := H 0
    simp only [friction, zero_add, pow_zero, pow_one] at h0
    -- the characteristic polynomial factorises over the two roots
    have hf : (r - physicalRoot (h * g)) * (r - parasiticRoot (h * g)) = 0 := by
      linear_combination h0 - r * hs + hp
    rcases mul_eq_zero.mp hf with e | e
    · exact Or.inl (sub_eq_zero.mp e)
    · exact Or.inr (sub_eq_zero.mp e)
  · intro hr
    have hf : (r - physicalRoot (h * g)) * (r - parasiticRoot (h * g)) = 0 := by
      rcases hr with e | e
      · rw [sub_eq_zero.mpr e, zero_mul]
      · rw [sub_eq_zero.mpr e, mul_zero]
    intro n
    change r ^ (n + 2) = r ^ n + 2 * h * (-g * r ^ (n + 1))
    linear_combination r ^ n * (hf + r * hs - hp)
```

## A positive product hg

The hypothesis `0 < h * g` describes decay followed forward in time, with a positive friction rate and a positive step. Only the product enters, so two negative factors are also allowed.

By hand, it fixes the sizes of the roots. With s = √(1 + a²) and a > 0,

s² > a², so s > a and p > 0;
s² < (1 + a)², so s < 1 + a and p < 1;
s² > 1, so s > 1 and q = −s − a < −1.

The physical root therefore describes decay without a change of sign, and the parasitic root describes growth that alternates in sign. In the proof, `nlinarith` obtains the three comparisons for s from its square, and `linarith` turns them into the bounds.

```lean
/-- For `a > 0` the physical root lies strictly between 0 and 1, and the parasitic root lies
below `-1`. -/
theorem root_bounds {a : ℝ} (ha : 0 < a) :
    0 < physicalRoot a ∧ physicalRoot a < 1 ∧ parasiticRoot a < -1 := by
  have hs : √(1 + a ^ 2) ^ 2 = 1 + a ^ 2 := Real.sq_sqrt (by positivity)
  have h0 : 0 ≤ √(1 + a ^ 2) := Real.sqrt_nonneg _
  have h1 : a < √(1 + a ^ 2) := by nlinarith
  have h2 : 1 < √(1 + a ^ 2) := by nlinarith [sq_pos_of_pos ha]
  have h3 : √(1 + a ^ 2) < 1 + a := by nlinarith
  unfold physicalRoot parasiticRoot
  refine ⟨?_, ?_, ?_⟩ <;> linarith
```

At a = 0 the rule reads y(n+2) = y(n), and the sequence 1, −1, 1, −1, … is bounded although y(1) ≠ p y(0) = y(0). The boundedness criterion thus fails if the hypothesis is weakened to hg ≥ 0. For a < 0 it is the physical root that grows, as the exact solution then does: p > 1 and −1 < q < 0, so the start y(0) = 1, y(1) = p gives an unbounded sequence.

## The rule obeyed at every step

The hypothesis `hy` says that the numbers come from the midpoint rule for friction at all n, with no noise, no other force and no rounding. By hand, it is used to follow the deviation from physical decay over one step,

d(n) = y(n+1) − p y(n).

The rule and the two root relations give

d(n+1) = y(n+2) − p y(n+1)
= y(n) − 2a y(n+1) − p y(n+1)
= y(n) + q y(n+1)
= q (y(n+1) − p y(n))
= q d(n).

The third line uses −2a = p + q, and the fourth uses p q = −1. Hence d(n) = qⁿ d(0). The Lean proof is the same induction: `e` is the rule at index n, and `linear_combination` adds the multiples of the root relations used above.

```lean
/-- For a solution `y` of the midpoint rule for friction, the deviation `y (n + 1) - p * y n`, with
`p` the physical root, is its value at `n = 0` times the `n`-th power of the parasitic root. -/
theorem parasitic_amplitude {h g : ℝ} {y : ℕ → ℝ}
    (hy : IsMidpointOrbit (friction g) h y) (n : ℕ) :
    y (n + 1) - physicalRoot (h * g) * y n =
      parasiticRoot (h * g) ^ n * (y 1 - physicalRoot (h * g) * y 0) := by
  obtain ⟨hs, hp⟩ := roots_sum_prod (h * g)
  induction n with
  | zero => simp
  | succ n ih =>
    have e : y (n + 2) = y n + 2 * h * (-g * y (n + 1)) := hy n
    change y (n + 2) - physicalRoot (h * g) * y (n + 1) = _
    linear_combination e + parasiticRoot (h * g) * ih - y (n + 1) * hs + y n * hp
```

If the first step satisfies y(1) = p y(0), then d(0) = 0, every d(n) vanishes, and y(n+1) = p y(n). Induction gives y(n) = pⁿ y(0).

```lean
/-- If the first step follows the physical root, the whole numerical solution is the
geometric sequence of that root. -/
theorem physical_orbit {h g : ℝ} {y : ℕ → ℝ}
    (hy : IsMidpointOrbit (friction g) h y)
    (h1 : y 1 = physicalRoot (h * g) * y 0) (n : ℕ) :
    y n = physicalRoot (h * g) ^ n * y 0 := by
  induction n with
  | zero => simp
  | succ n ih =>
    linear_combination parasitic_amplitude hy n + physicalRoot (h * g) * ih
      + parasiticRoot (h * g) ^ n * h1
```

The two hypotheses together give the criterion. Suppose |y(n)| ≤ C for all n. Then

|q|ⁿ |d(0)| = |d(n)| ≤ |y(n+1)| + p |y(n)| ≤ (1 + p) C.

Since |q| > 1, the left side outgrows the right unless d(0) = 0, which is the stated first step. Conversely, that first step gives |y(n)| = pⁿ |y(0)| ≤ |y(0)|.

In Lean, boundedness is `∃ C, ∀ n, |y n| ≤ C`. The forward direction assumes d(0) ≠ 0, and `pow_unbounded_of_one_lt` supplies an n at which |q|ⁿ exceeds (C + pC)/|d(0)|, against the triangle inequality. The reverse direction takes |y(0)| as the bound.

```lean
/-- For `h g > 0`, a solution of the explicit midpoint rule for friction is bounded if and
only if its first step is `y 1 = (√(1 + (h g)²) - h g) y 0`. -/
theorem bounded_iff {h g : ℝ} (ha : 0 < h * g) {y : ℕ → ℝ}
    (hy : IsMidpointOrbit (friction g) h y) :
    (∃ C, ∀ n, |y n| ≤ C) ↔ y 1 = (√(1 + (h * g) ^ 2) - h * g) * y 0 := by
  change _ ↔ y 1 = physicalRoot (h * g) * y 0
  obtain ⟨hp0, hp1, hq⟩ := root_bounds ha
  constructor
  · rintro ⟨C, hC⟩
    by_contra hne
    have hc : 0 < |y 1 - physicalRoot (h * g) * y 0| := abs_pos.mpr (sub_ne_zero.mpr hne)
    have hq1 : 1 < |parasiticRoot (h * g)| := by
      rw [abs_of_neg (by linarith)]
      linarith
    -- powers of the parasitic root outgrow any bound
    obtain ⟨n, hn⟩ := pow_unbounded_of_one_lt
      ((C + |physicalRoot (h * g)| * C) / |y 1 - physicalRoot (h * g) * y 0|) hq1
    rw [div_lt_iff₀ hc, ← abs_pow, ← abs_mul, ← parasitic_amplitude hy n] at hn
    have ht : |y (n + 1) - physicalRoot (h * g) * y n| ≤
        |y (n + 1)| + |physicalRoot (h * g) * y n| := by
      simpa only [Real.norm_eq_abs] using
        norm_sub_le (y (n + 1)) (physicalRoot (h * g) * y n)
    rw [abs_mul] at ht
    have hb := mul_le_mul_of_nonneg_left (hC n) (abs_nonneg (physicalRoot (h * g)))
    linarith [hC (n + 1)]
  · intro h1
    refine ⟨|y 0|, fun n => ?_⟩
    rw [physical_orbit hy h1 n, abs_mul, abs_of_pos (pow_pos hp0 n)]
    exact mul_le_of_le_one_left (abs_nonneg _) (pow_le_one₀ hp0.le hp1.le)
```

If the rule held only up to some last index, the later values would be free and the first step would no longer decide boundedness. This is also where the model stops short of a running program: stored values obey the recurrence only up to rounding, and a rounding error can bring the parasitic part back even after the special start.

For simulation practice, the criterion shows, in this noiseless linear model with one variable, that no positive time step, however small, keeps this rule bounded as n → ∞ unless the first step is the special one. At a fixed time, the numerical solution still converges to the exact one as h → 0, provided that y(0) is exact and y(1) tends to y(0).

## A nonzero initial value and a first step from exact decay

The hypothesis `h0` says that there is some motion to damp. The hypothesis `h1` says how the missing second value is supplied, here from the exact solution:

y(1) = e^(−a) y(0).

By the criterion, a bounded sequence would require e^(−a) y(0) = p y(0). Because y(0) ≠ 0, this factor cancels and e^(−a) = p. The quadratic for p reads p(p + 2a) = 1, so

e^(−a) + 2a = e^a, that is, sinh a = a.

But sinh a > a for a > 0. The sequence is therefore unbounded, although its first step has no error at all.

The proof cancels y(0) with `mul_right_cancel₀`, derives the quadratic as `hquad`, and compares it with e^(−a) e^a = 1. The contradiction comes from `Real.self_lt_sinh_iff`.

```lean
/-- For `h g > 0` and `y 0 ≠ 0`, a solution of the explicit midpoint rule for friction is unbounded
when its first step is taken from the exact solution of the friction equation. -/
theorem exact_start_unbounded {h g : ℝ} (ha : 0 < h * g) {y : ℕ → ℝ}
    (hy : IsMidpointOrbit (friction g) h y) (h0 : y 0 ≠ 0)
    (h1 : y 1 = exp (-(h * g)) * y 0) : ¬ ∃ C, ∀ n, |y n| ≤ C := by
  rw [bounded_iff ha hy]
  intro e
  have hE : exp (-(h * g)) = physicalRoot (h * g) :=
    mul_right_cancel₀ h0 (h1.symm.trans e)
  obtain ⟨hs, hp⟩ := roots_sum_prod (h * g)
  have hquad : physicalRoot (h * g) * (physicalRoot (h * g) + 2 * (h * g)) = 1 := by
    linear_combination physicalRoot (h * g) * hs - hp
  rw [← hE] at hquad
  have hinv : exp (-(h * g)) * exp (h * g) = 1 := by
    rw [← Real.exp_add, neg_add_cancel, Real.exp_zero]
  have hF := mul_left_cancel₀ (Real.exp_ne_zero _) (hinv.trans hquad.symm)
  -- equality of the two decay factors would force sinh a = a
  have hlt := Real.self_lt_sinh_iff.mpr ha
  rw [Real.sinh_eq] at hlt
  linarith
```

If y(0) = 0, this start gives y(1) = 0 and the sequence stays at zero, which is bounded. With a different first step the conclusion can also change: y(1) = p y(0) gives a bounded sequence. The criterion itself does not need y(0) ≠ 0; for y(0) = 0 it says that only y(1) = 0 gives a bounded sequence.

## A first step from explicit Euler

Another way to supply the second value is one explicit Euler step,

y(1) = y(0) + h f(y(0)) = (1 − a) y(0).

Boundedness with y(0) ≠ 0 would now require

1 − a = √(1 + a²) − a,

so √(1 + a²) = 1 and a = 0, contrary to a > 0. The hypothesis y(0) ≠ 0 is again used to cancel the initial value, and without it the zero sequence is again bounded. In Lean the cancelled equation is `hE`, and squaring the resulting value of the root leaves a² = 0, which `linarith` refutes.

```lean
/-- For `h g > 0` and `y 0 ≠ 0`, the numerical solution is unbounded when its first step is
an explicit Euler step. -/
theorem euler_start_unbounded {h g : ℝ} (ha : 0 < h * g) {y : ℕ → ℝ}
    (hy : IsMidpointOrbit (friction g) h y) (h0 : y 0 ≠ 0)
    (h1 : y 1 = y 0 + h * friction g (y 0)) : ¬ ∃ C, ∀ n, |y n| ≤ C := by
  rw [bounded_iff ha hy]
  intro e
  simp only [friction] at h1
  have hE : 1 - h * g = √(1 + (h * g) ^ 2) - h * g :=
    mul_right_cancel₀ h0 (by linear_combination e - h1)
  have hs : √(1 + (h * g) ^ 2) ^ 2 = 1 + (h * g) ^ 2 := Real.sq_sqrt (by positivity)
  have hone : √(1 + (h * g) ^ 2) = 1 := by linarith
  rw [hone] at hs
  linarith [pow_pos ha 2]

end

end MidpointFriction
```

```lean
#print axioms MidpointFriction.geometric_orbit_iff
-- 'MidpointFriction.geometric_orbit_iff' depends on axioms: [propext, Classical.choice, Quot.sound]
#print axioms MidpointFriction.exact_start_unbounded
-- 'MidpointFriction.exact_start_unbounded' depends on axioms: [propext, Classical.choice, Quot.sound]
#print axioms MidpointFriction.euler_start_unbounded
-- 'MidpointFriction.euler_start_unbounded' depends on axioms: [propext, Classical.choice, Quot.sound]
```
